# For a subspace model, the subtractive energy errs by at most the spread of ⟨H − L⟩

Let H (high level) and L (low level) be Hermitian operators on a finite-dimensional complex state space V, and let U be a nonzero subspace of V, the model space. For an operator A and a nonzero subspace W, write E_A(W) for the infimum of ⟨x, A x⟩ over unit vectors x in W. A two-layer subtractive scheme, combining energies in the same pattern as ONIOM, estimates E_H(V) by

E_H(U) + E_L(V) − E_L(U).

Suppose ⟨x, (H − L) x⟩ lies between m and M for every unit x. I believe the estimate is then off by at most M − m, so a constant offset between the levels does no harm. Can someone give me a full derivation and a machine-checked proof? I would also like to know whether the bound can be improved.

## Both energy differences lie in the same window

Take any nonzero subspace W. For every unit x in W,

⟨x, H x⟩ = ⟨x, L x⟩ + ⟨x, (H − L) x⟩ ≥ E_L(W) + m,

and therefore E_H(W) ≥ E_L(W) + m. Similarly,

⟨x, L x⟩ = ⟨x, H x⟩ − ⟨x, (H − L) x⟩ ≥ E_H(W) − M,

and therefore E_L(W) ≥ E_H(W) − M. Together,

m ≤ E_H(W) − E_L(W) ≤ M.

The error of the scheme is

[E_H(U) − E_L(U)] − [E_H(V) − E_L(V)].

Both brackets lie in [m, M], by taking W = U and W = V, so their difference is at most M − m in absolute value. If H = L + c for a constant c, then m = M = c and the error vanishes.

For levels A_0, …, A_n and nonzero model spaces U_0, …, U_(n−1), the layered energy is

E_(A_0)(V) + Σ_(k<n) [E_(A_(k+1))(U_k) − E_(A_k)(U_k)].

Writing E_(A_n)(V) as the same kind of sum, with V in place of each U_k, shows that the total error is a sum of two-layer errors. It is at most Σ_(k<n) (M_k − m_k), where [m_k, M_k] is the window for A_(k+1) − A_k. The model spaces need not be nested.

The two-layer bound cannot be improved in general. On ℂ², with b ≥ 0 and m ≤ M, take L = diag(0, b), H = diag(m, b + M), and let U be the line of the second basis state. If p is the population of that state in a unit vector x, then ⟨x, (H − L) x⟩ = m(1 − p) + M p, which lies in [m, M]. The error is

(b + M) + 0 − b − m = M − m.

For b > 0, the model space here is orthogonal to the ground state of L.

```lean
import Mathlib

open Finset

namespace SubtractiveEmbedding

noncomputable section

variable {V : Type*} [NormedAddCommGroup V] [InnerProductSpace ℂ V]

/-- The real part of `⟨x, A x⟩`; for a Hermitian operator and a normalised state `x` this is
the expectation value of `A`. -/
def expect (A : V →L[ℂ] V) (x : V) : ℝ := (inner ℂ x (A x)).re

/-- The variational energy of `A` in a nonzero subspace `U`: the infimum of the expectation
value over the normalised states of `U`. -/
def energy (A : V →L[ℂ] V) (U : Submodule ℂ V) : ℝ :=
  sInf {e | ∃ x ∈ U, ‖x‖ = 1 ∧ expect A x = e}

/-- The energy of a multilayer subtractive scheme: the lowest level `A 0` on the full space,
plus, for each `k < n`, the change from level `A k` to level `A (k + 1)` evaluated in the
nonzero model space `U k`. -/
def layeredEnergy (A : ℕ → V →L[ℂ] V) (U : ℕ → Submodule ℂ V) (n : ℕ) : ℝ :=
  energy (A 0) ⊤ + ∑ k ∈ range n, (energy (A (k + 1)) (U k) - energy (A k) (U k))

/-- The expectation value of a difference of operators is the difference of the
expectation values. -/
theorem expect_sub (H L : V →L[ℂ] V) (x : V) :
    expect (H - L) x = expect H x - expect L x := by
  simp [expect]

/-- Variational principle: the energy in `U` is at most the expectation value in any
normalised state of `U`. -/
theorem energy_le (A : V →L[ℂ] V) {U : Submodule ℂ V} {x : V} (hx : x ∈ U)
    (h1 : ‖x‖ = 1) : energy A U ≤ expect A x := by
  refine csInf_le ⟨-‖A‖, ?_⟩ ⟨x, hx, h1, rfl⟩
  -- a bounded operator has expectation values no lower than minus its norm
  rintro e ⟨y, -, hy, rfl⟩
  have h2 : |expect A y| ≤ ‖inner ℂ y (A y)‖ := Complex.abs_re_le_norm _
  have h3 : ‖inner ℂ y (A y)‖ ≤ ‖y‖ * ‖A y‖ := norm_inner_le_norm _ _
  have h4 : ‖A y‖ ≤ ‖A‖ * ‖y‖ := A.le_opNorm y
  rw [hy, one_mul] at h3
  rw [hy, mul_one] at h4
  exact (abs_le.mp (h2.trans (h3.trans h4))).1

/-- A number that lies below the expectation value in every normalised state of a nonzero
subspace lies below the energy in that subspace. -/
theorem le_energy (A : V →L[ℂ] V) {U : Submodule ℂ V} (hU : U ≠ ⊥) {c : ℝ}
    (h : ∀ x ∈ U, ‖x‖ = 1 → c ≤ expect A x) : c ≤ energy A U := by
  obtain ⟨x, hx, h0⟩ := Submodule.exists_mem_ne_zero_of_ne_bot hU
  have hn : ‖x‖ ≠ 0 := norm_ne_zero_iff.mpr h0
  refine le_csInf ⟨_, ((‖x‖⁻¹ : ℝ) : ℂ) • x, U.smul_mem _ hx, ?_, rfl⟩ ?_
  · rw [norm_smul, Complex.norm_real, norm_inv, norm_norm, inv_mul_cancel₀ hn]
  · rintro e ⟨y, hy, hy1, rfl⟩
    exact h y hy hy1

/-- If the expectation value of `H - L` lies between `m` and `M` in all normalised states of a
nonzero subspace, then so does the difference of the two energies in that subspace. -/
theorem energy_sub_mem (H L : V →L[ℂ] V) {U : Submodule ℂ V} (hU : U ≠ ⊥) {m M : ℝ}
    (h : ∀ x ∈ U, ‖x‖ = 1 → m ≤ expect (H - L) x ∧ expect (H - L) x ≤ M) :
    m ≤ energy H U - energy L U ∧ energy H U - energy L U ≤ M := by
  have lower : energy L U + m ≤ energy H U := le_energy H hU fun x hx h1 => by
    have h2 := (h x hx h1).1
    rw [expect_sub] at h2
    linarith [energy_le L hx h1]
  have upper : energy H U - M ≤ energy L U := le_energy L hU fun x hx h1 => by
    have h2 := (h x hx h1).2
    rw [expect_sub] at h2
    linarith [energy_le H hx h1]
  constructor <;> linarith

/-- Error bound for the two-layer subtractive scheme: if the expectation value of `H - L` lies
between `m` and `M` in all normalised states, the extrapolated energy with a nonzero model
space `U` differs from the high-level energy of the full space by at most `M - m`. -/
theorem two_layer_error (H L : V →L[ℂ] V) {U : Submodule ℂ V} (hU : U ≠ ⊥) {m M : ℝ}
    (h : ∀ x, ‖x‖ = 1 → m ≤ expect (H - L) x ∧ expect (H - L) x ≤ M) :
    |energy H U + energy L ⊤ - energy L U - energy H ⊤| ≤ M - m := by
  have hT : (⊤ : Submodule ℂ V) ≠ ⊥ := fun e => hU (le_bot_iff.mp (le_top.trans e.le))
  -- the same window holds for the model space and for the full space
  have h1 := energy_sub_mem H L hU fun x _ => h x
  have h2 := energy_sub_mem H L hT fun x _ => h x
  rw [abs_le]
  constructor <;> linarith [h1.1, h1.2, h2.1, h2.2]

/-- Error bound for any number of layers: with nonzero model spaces, and with the expectation
value of `A (k + 1) - A k` between `m k` and `M k` in all normalised states, the error against
the highest level on the full space is at most the sum of the spreads `M k - m k`. -/
theorem multilayer_error (A : ℕ → V →L[ℂ] V) (U : ℕ → Submodule ℂ V) (m M : ℕ → ℝ) (n : ℕ)
    (hU : ∀ k < n, U k ≠ ⊥)
    (h : ∀ k < n, ∀ x, ‖x‖ = 1 →
      m k ≤ expect (A (k + 1) - A k) x ∧ expect (A (k + 1) - A k) x ≤ M k) :
    |layeredEnergy A U n - energy (A n) ⊤| ≤ ∑ k ∈ range n, (M k - m k) := by
  induction n with
  | zero => simp [layeredEnergy]
  | succ n ih =>
    have h1 := abs_le.mp (ih (fun k hk => hU k (by omega)) (fun k hk => h k (by omega)))
    have h2 := abs_le.mp
      (two_layer_error (A (n + 1)) (A n) (hU n (by omega)) (h n (by omega)))
    -- one more layer adds one two-layer error
    have h3 : layeredEnergy A U (n + 1) =
        layeredEnergy A U n + (energy (A (n + 1)) (U n) - energy (A n) (U n)) := by
      simp only [layeredEnergy, sum_range_succ]
      ring
    rw [h3, sum_range_succ, abs_le]
    constructor <;> linarith [h1.1, h1.2, h2.1, h2.2]

/-- If the high level is the low level plus a constant energy `c`, the two-layer scheme with a
nonzero model space gives the high-level energy of the full space exactly. -/
theorem exact_of_constant_shift (L : V →L[ℂ] V) {U : Submodule ℂ V} (hU : U ≠ ⊥) (c : ℝ) :
    energy (L + (c : ℂ) • ContinuousLinearMap.id ℂ V) U + energy L ⊤ - energy L U
      = energy (L + (c : ℂ) • ContinuousLinearMap.id ℂ V) ⊤ := by
  have h : ∀ x : V, ‖x‖ = 1 →
      expect (L + (c : ℂ) • ContinuousLinearMap.id ℂ V - L) x = c := fun x hx => by
    rw [add_sub_cancel_left]
    simp [expect, inner_self_eq_norm_sq_to_K, hx]
  have h1 := abs_le.mp (two_layer_error _ L hU fun x hx => ⟨(h x hx).ge, (h x hx).le⟩)
  linarith [h1.1, h1.2]

/-- The two-level Hamiltonian on `ℂ²` that is diagonal with entries `a` and `b`. -/
def twoLevel (a b : ℝ) : EuclideanSpace ℂ (Fin 2) →L[ℂ] EuclideanSpace ℂ (Fin 2) :=
  LinearMap.toContinuousLinearMap
    { toFun := fun x => !₂[(a : ℂ) * x 0, (b : ℂ) * x 1]
      map_add' := fun x y => by ext i; fin_cases i <;> simp [mul_add]
      map_smul' := fun c x => by ext i; fin_cases i <;> simp [mul_left_comm] }

/-- The model space spanned by the second basis state of `ℂ²`. -/
def secondState : Submodule ℂ (EuclideanSpace ℂ (Fin 2)) :=
  Submodule.span ℂ {!₂[(0 : ℂ), 1]}

/-- The expectation value of the two-level Hamiltonian is the sum of its diagonal entries
weighted with the populations. -/
theorem expect_twoLevel (a b : ℝ) (x : EuclideanSpace ℂ (Fin 2)) :
    expect (twoLevel a b) x = a * ‖x 0‖ ^ 2 + b * ‖x 1‖ ^ 2 := by
  simp [expect, twoLevel, PiLp.inner_apply, Fin.sum_univ_two,
    ← Complex.normSq_eq_norm_sq, Complex.normSq_apply]
  ring

/-- The error bound is sharp: for `m ≤ M` and `0 ≤ b`, the levels `diag(0, b)` and
`diag(m, b + M)` differ by between `m` and `M` in all normalised states, and the two-layer
scheme with the second basis state as model space has error exactly `M - m`. -/
theorem two_layer_error_sharp {m M b : ℝ} (hm : m ≤ M) (hb : 0 ≤ b) :
    (∀ x, ‖x‖ = 1 → m ≤ expect (twoLevel m (b + M) - twoLevel 0 b) x ∧
      expect (twoLevel m (b + M) - twoLevel 0 b) x ≤ M) ∧
    energy (twoLevel m (b + M)) secondState + energy (twoLevel 0 b) ⊤
      - energy (twoLevel 0 b) secondState - energy (twoLevel m (b + M)) ⊤ = M - m := by
  have pop : ∀ x : EuclideanSpace ℂ (Fin 2), ‖x‖ = 1 → ‖x 0‖ ^ 2 = 1 - ‖x 1‖ ^ 2 := by
    intro x hx
    have h := EuclideanSpace.norm_sq_eq x
    rw [hx, Fin.sum_univ_two] at h
    linarith
  have n0 : ‖(!₂[(1 : ℂ), 0] : EuclideanSpace ℂ (Fin 2))‖ = 1 := by
    simp [EuclideanSpace.norm_eq, Fin.sum_univ_two]
  have n1 : ‖(!₂[(0 : ℂ), 1] : EuclideanSpace ℂ (Fin 2))‖ = 1 := by
    simp [EuclideanSpace.norm_eq, Fin.sum_univ_two]
  have mem : !₂[(0 : ℂ), 1] ∈ secondState := Submodule.mem_span_singleton_self _
  have hS : secondState ≠ ⊥ := fun e => by
    have h := mem
    rw [e, Submodule.mem_bot] at h
    rw [h, norm_zero] at n1
    exact zero_ne_one n1
  have hT : (⊤ : Submodule ℂ (EuclideanSpace ℂ (Fin 2))) ≠ ⊥ :=
    fun e => hS (le_bot_iff.mp (le_top.trans e.le))
  -- on the full space the lower entry is the energy
  have full : ∀ a d : ℝ, a ≤ d → energy (twoLevel a d) ⊤ = a := by
    intro a d had
    apply le_antisymm
    · have h := energy_le (twoLevel a d) (Submodule.mem_top (R := ℂ)) n0
      rw [expect_twoLevel] at h
      simpa using h
    · refine le_energy _ hT fun x _ hx => ?_
      rw [expect_twoLevel, pop x hx]
      nlinarith [mul_nonneg (sub_nonneg.mpr had) (sq_nonneg ‖x 1‖)]
  -- in the model space only the second entry is seen
  have model : ∀ a d : ℝ, energy (twoLevel a d) secondState = d := by
    intro a d
    apply le_antisymm
    · have h := energy_le (twoLevel a d) mem n1
      rw [expect_twoLevel] at h
      simpa using h
    · refine le_energy _ hS fun x hxS hx => ?_
      obtain ⟨c, rfl⟩ := Submodule.mem_span_singleton.mp hxS
      have h0 : (c • !₂[(0 : ℂ), 1] : EuclideanSpace ℂ (Fin 2)) 0 = 0 := by simp
      have hp := pop _ hx
      rw [h0, norm_zero] at hp
      rw [expect_twoLevel, h0, norm_zero]
      have h1 : ‖(c • !₂[(0 : ℂ), 1] : EuclideanSpace ℂ (Fin 2)) 1‖ ^ 2 = 1 := by linarith
      rw [h1]
      linarith
  constructor
  · intro x hx
    have hp := pop x hx
    have hq : 0 ≤ 1 - ‖x 1‖ ^ 2 := hp ▸ sq_nonneg ‖x 0‖
    rw [expect_sub, expect_twoLevel, expect_twoLevel, hp]
    constructor
    · nlinarith [mul_nonneg (sub_nonneg.mpr hm) (sq_nonneg ‖x 1‖)]
    · nlinarith [mul_nonneg (sub_nonneg.mpr hm) hq]
  · rw [model, model, full 0 b hb, full m (b + M) (by linarith)]
    ring

end

end SubtractiveEmbedding
```

```lean
#print axioms SubtractiveEmbedding.two_layer_error
-- 'SubtractiveEmbedding.two_layer_error' depends on axioms: [propext, Classical.choice, Quot.sound]
#print axioms SubtractiveEmbedding.multilayer_error
-- 'SubtractiveEmbedding.multilayer_error' depends on axioms: [propext, Classical.choice, Quot.sound]
#print axioms SubtractiveEmbedding.exact_of_constant_shift
-- 'SubtractiveEmbedding.exact_of_constant_shift' depends on axioms: [propext, Classical.choice, Quot.sound]
#print axioms SubtractiveEmbedding.two_layer_error_sharp
-- 'SubtractiveEmbedding.two_layer_error_sharp' depends on axioms: [propext, Classical.choice, Quot.sound]
```

## What the Lean statements cover

The type `V →L[ℂ] V` holds bounded operators on a complex inner-product space of any dimension, which includes your finite-dimensional case. `expect` is the real part of ⟨x, A x⟩, so Hermiticity is not required; for Hermitian A it is the usual expectation value. `energy` is the infimum above, `⊤` is the full space, and `U ≠ ⊥` says that the model space is nonzero. In `two_layer_error`, the hypothesis `h` is your window, assumed for all unit vectors of V.

The theorems apply to an ONIOM-type calculation only when both levels are linear operators on one state space and the model is a subspace of it. An ordinary ONIOM calculation does not fit that description: it treats the model system as a separate, smaller molecule with its own Hamiltonian, often capped with link atoms. Many common levels of theory do not fit it either: Hartree–Fock minimises over determinants, which do not form a subspace; approximate density functionals are not expectation values of a fixed operator; and MP2 and standard coupled-cluster energies are not minima of an expectation value.

## From variational bounds to the error estimate

`energy_le` is the variational principle; Cauchy–Schwarz and the operator norm supply the lower bound −‖A‖ that the infimum needs. `le_energy` normalises a nonzero vector of U and turns a bound on every expectation value into a bound on the energy. `energy_sub_mem` uses these for the two inequalities on W, and `two_layer_error` applies it to U and `⊤`, leaving the subtraction to `linarith`.

`multilayer_error` carries out the telescoping by induction, adding one two-layer error per step. `exact_of_constant_shift` sets both ends of the window to `c`. In `two_layer_error_sharp`, `pop` expresses normalisation through the populations, while `full` and `model` compute the energies of the diagonal example.

The same argument can use a separate window for the model space. If ⟨x, (H − L) x⟩ lies in [m′, M′] for unit vectors of U, and in [m, M] for unit vectors of V, subtracting the two windows bounds the absolute error by max(M′ − m, M − m′). This is smaller than M − m exactly when m < m′ and M′ < M; tightening only one end improves the bound on the signed error on one side, but leaves the absolute bound at M − m.
